# Chebyshev modes n and m coincide on the extremal grid of N intervals exactly when n ≡ ±m (mod 2N)

On a grid of finitely many points, different Chebyshev modes can take the same values everywhere, an effect known as aliasing. The theorem `sameOnGrid_iff` says exactly when this happens on the points cos(kπ/N), k = 0, …, N, with N positive: integer modes n and m agree at all of them if and only if n = 2jN + m or n = 2jN − m for some integer j. For the forward direction, the proof needs only the point k = 1, where the modes become cosines of nθ and mθ with θ = π/N; it compares the angles and cancels θ. The converse uses the earlier lemma `cos_alias`, by which such shifts and reflections of the mode number leave the sampled cosine unchanged.

The first attempt, which Lean rejects:

```lean
import Mathlib

open Polynomial.Chebyshev
open scoped Real

namespace ChebyshevAliasing

noncomputable section

/-- The `k`-th point `cos (k π / N)` of the extremal Chebyshev grid with `N` intervals. -/
def node (N k : ℕ) : ℝ := Real.cos ((k : ℝ) * π / (N : ℝ))

/-- The Chebyshev modes `n` and `m` take the same value at every point of the extremal grid. -/
def SameOnGrid (N : ℕ) (n m : ℤ) : Prop :=
  ∀ k : ℕ, k ≤ N → (T ℝ n).eval (node N k) = (T ℝ m).eval (node N k)

/-- On the grid a Chebyshev mode is a sampled cosine: `T_n(x_k) = cos (n k π / N)`. -/
theorem eval_node (N k : ℕ) (n : ℤ) :
    (T ℝ n).eval (node N k) = Real.cos ((n : ℝ) * ((k : ℝ) * π / (N : ℝ))) := by
  unfold node
  exact T_real_cos _ _

/-- At an angle `θ` with `N θ = k π`, the cosines of mode numbers `2jN + m` and `2jN - m`
both equal the cosine of mode number `m`. -/
theorem cos_alias {N k : ℕ} {θ : ℝ} (hθ : (N : ℝ) * θ = (k : ℝ) * π) (j m : ℤ) :
    Real.cos ((2 * (j : ℝ) * (N : ℝ) + (m : ℝ)) * θ) = Real.cos ((m : ℝ) * θ) ∧
    Real.cos ((2 * (j : ℝ) * (N : ℝ) - (m : ℝ)) * θ) = Real.cos ((m : ℝ) * θ) := by
  -- the extra phase is `j k` full turns
  have h1 : (2 * (j : ℝ) * (N : ℝ) + (m : ℝ)) * θ
      = (m : ℝ) * θ + ((j * (k : ℤ) : ℤ) : ℝ) * (2 * π) := by
    push_cast
    linear_combination 2 * (j : ℝ) * hθ
  have h2 : (2 * (j : ℝ) * (N : ℝ) - (m : ℝ)) * θ
      = ((j * (k : ℤ) : ℤ) : ℝ) * (2 * π) - (m : ℝ) * θ := by
    push_cast
    linear_combination 2 * (j : ℝ) * hθ
  exact ⟨by rw [h1, Real.cos_add_int_mul_two_pi], by rw [h2, Real.cos_int_mul_two_pi_sub]⟩

/-- Two modes agree on the whole extremal grid exactly when their mode numbers are related by
a shift by a multiple of `2N`, possibly combined with a reflection. -/
theorem sameOnGrid_iff {N : ℕ} (hN : 0 < N) (n m : ℤ) :
    SameOnGrid N n m ↔ ∃ j : ℤ, n = 2 * j * N + m ∨ n = 2 * j * N - m := by
  have hN' : (N : ℝ) ≠ 0 := by exact_mod_cast hN.ne'
  constructor
  · intro h
    -- the grid point next to the end of the interval already decides
    have h1 := h 1 hN
    rw [eval_node, eval_node] at h1
    have hθ : (N : ℝ) * (((1 : ℕ) : ℝ) * π / (N : ℝ)) = π := by
      rw [Nat.cast_one]
      field_simp
    generalize ((1 : ℕ) : ℝ) * π / (N : ℝ) = θ at h1 hθ
    have hθ0 : θ ≠ 0 := by
      rintro rfl
      rw [mul_zero] at hθ
      exact Real.pi_ne_zero hθ.symm
    obtain ⟨j, hj | hj⟩ := (Real.cos_eq_cos_iff _ _).1 h1.symm
    · refine ⟨j, Or.inl ?_⟩
      have h2 : (n : ℝ) = 2 * (j : ℝ) * (N : ℝ) + (m : ℝ) :=
        mul_right_cancel₀ hθ0 (by linear_combination hj - 2 * (j : ℝ) * hθ)
      exact_mod_cast h2
    · refine ⟨j, Or.inr ?_⟩
      have h2 : (n : ℝ) = 2 * (j : ℝ) * (N : ℝ) - (m : ℝ) :=
        mul_right_cancel₀ hθ0 (by linear_combination hj - 2 * (j : ℝ) * hθ)
      exact_mod_cast h2
  · rintro ⟨j, rfl | rfl⟩ k _
    all_goals
      have hθ : (N : ℝ) * ((k : ℝ) * π / (N : ℝ)) = (k : ℝ) * π := by field_simp
      rw [eval_node, eval_node]
      push_cast
      first
        | exact (cos_alias hθ j m).1
        | exact (cos_alias hθ j m).2

end

end ChebyshevAliasing
```

Messages:

```
Main.lean:57:28: error: Function expected at
  Real.cos_eq_cos_iff
but this term has type
  Real.cos ?m.141 = Real.cos ?m.142 ↔ ∃ k, ?m.142 = 2 * ↑k * π + ?m.141 ∨ ?m.142 = 2 * ↑k * π - ?m.141

Note: Expected a function because this term is being applied to the argument
  _
Main.lean:57:11: error: Tactic `rcases` failed: `x✝ : ?m.136` is not an inductive datatype
```

The proof calls `Real.cos_eq_cos_iff` with two explicit placeholders, `_ _`, for the two angles. In this lemma the angles are implicit arguments, so Lean fills them with unknowns by itself, and what remains is already the equivalence. An equivalence is not a function, so it cannot be applied to the first `_`, which is what the first message says.

The second message follows from the first. Since the term could not be elaborated, its type stayed unknown, and `obtain` had no existential statement or disjunction to take apart.

The repair removes the placeholders, and with them the parentheses, which are no longer needed. Now `.1` selects the forward implication of the equivalence, and `h1.symm`, which states that cos(mθ) = cos(nθ), determines both angles. The result is an integer j with nθ = 2jπ + mθ or nθ = 2jπ − mθ, the two cases that `obtain` expects and the rest of the proof uses.

The mended proof, as a diff:

```diff
@@ -55,5 +55,5 @@
       rw [mul_zero] at hθ
       exact Real.pi_ne_zero hθ.symm
-    obtain ⟨j, hj | hj⟩ := (Real.cos_eq_cos_iff _ _).1 h1.symm
+    obtain ⟨j, hj | hj⟩ := Real.cos_eq_cos_iff.1 h1.symm
     · refine ⟨j, Or.inl ?_⟩
       have h2 : (n : ℝ) = 2 * (j : ℝ) * (N : ℝ) + (m : ℝ) :=
```
